# A one-body propagator on a finite lattice maps a Slater determinant to the determinant of the propagated orbitals

When an auxiliary-field quantum Monte Carlo program advances a Slater determinant by one time slice, with the auxiliary field fixed, it multiplies the matrix of orbitals by a one-body propagator and keeps the product as the new determinant. The many-particle wavefunction is never written out. This is legitimate because, in a finite one-particle basis, the full many-particle sum gives exactly the Slater determinant of the propagated orbitals.

Let X be a finite set of sites; a site may also carry a spin label. Let ι be a finite set of N particle labels, and let x = (x_i) be a configuration that puts particle i on site x_i. Amplitudes lie in a commutative ring R, which is ℂ in ordinary quantum mechanics. Given one orbital φ_j : X → R for each j in ι, the unnormalised Slater determinant is

D[φ](x) = det(φ_j(x_i)),

with particles labelling rows and orbitals labelling columns. A matrix G on X acts on a wavefunction Ψ by

(P_G Ψ)(x) = Σ_y ∏_i G(x_i, y_i) Ψ(y),

where y runs over all configurations. The claim is

P_G D[φ] = D[Gφ], where (Gφ_j)(r) = Σ_s G(r, s) φ_j(s).

The usual factor 1/√N! multiplies both sides equally.

## From Hartree products to the determinant

Expand the determinant over permutations σ of ι:

D[φ](y) = Σ_σ sgn(σ) ∏_i φ_σ(i)(y_i).

Each term is a Hartree product. For any one-particle functions f_i, the action of G on their product is

Σ_y ∏_i G(x_i, y_i) ∏_i f_i(y_i) = Σ_y ∏_i [G(x_i, y_i) f_i(y_i)].

The i-th factor depends only on y_i, and the coordinates of y vary independently. The sum over configurations therefore factorises:

Σ_y ∏_i [G(x_i, y_i) f_i(y_i)] = ∏_i Σ_s G(x_i, s) f_i(s) = ∏_i (G f_i)(x_i).

Now take f_i = φ_σ(i). Since P_G is linear,

(P_G D[φ])(x) = Σ_σ sgn(σ) ∏_i (Gφ_σ(i))(x_i) = det((Gφ_j)(x_i)) = D[Gφ](x).

Nothing here requires G to be unitary or invertible. Over ℂ, a singular G may make the propagated orbitals linearly dependent, and the resulting determinant is then zero.

## Successive slices, exchange symmetry and orbital mixing

Propagation with H followed by G gives

(P_G P_H Ψ)(x) = Σ_z ∏_i G(x_i, z_i) Σ_y ∏_i H(z_i, y_i) Ψ(y).

Exchange the two sums and factorise the one over z:

(P_G P_H Ψ)(x) = Σ_y ∏_i [Σ_s G(x_i, s) H(s, y_i)] Ψ(y) = (P_GH Ψ)(x).

For slices G_1, …, G_m, with G_m acting first, repeated use of the determinant result gives

P_G_1 ⋯ P_G_m D[φ] = D[G_1 ⋯ G_m φ].

Exchange symmetry survives for any antisymmetric Ψ, whether or not it is a single determinant. Write x∘σ for the configuration with entries x_σ(i), and substitute y = z∘σ in the sum:

(P_G Ψ)(x∘σ) = Σ_z ∏_i G(x_σ(i), z_σ(i)) Ψ(z∘σ).

Reordering the factors of the product removes σ from it, and antisymmetry of Ψ supplies the sign:

(P_G Ψ)(x∘σ) = sgn(σ) Σ_z ∏_i G(x_i, z_i) Ψ(z) = sgn(σ) (P_G Ψ)(x).

Finally, mix the orbitals with a square matrix C, setting φ′_j = Σ_k C_kj φ_k. With A_ij = φ_j(x_i),

φ′_j(x_i) = Σ_k A_ik C_kj = (AC)_ij,

so D[φ′] = det(C) D[φ]. If G happens to act on the occupied orbitals as such a mixing, Gφ_j = Σ_k C_kj φ_k, then

P_G D[φ] = D[Gφ] = det(C) D[φ].

When every φ_j is an eigenvector of G, C can be taken diagonal and the factor is the product of the eigenvalues.

## Two particles on three sites

Number the sites 0, 1, 2 and the particles 0, 1. Let G have entry 1 between neighbouring sites and 0 elsewhere, and take φ_0 = (1, 0, 1) and φ_1 = (0, 1, 0). Then

Gφ_0 = (0, 2, 0) = 2φ_1 and Gφ_1 = (1, 0, 1) = φ_0.

The mixing matrix C has rows (0, 1) and (2, 0), so det C = −2. At x = (0, 1) the original determinant has rows (1, 0) and (0, 1), and its value is 1. The propagated determinant has rows (0, 1) and (2, 0), and its value is −2.

The direct sum agrees. Particle 0 can arrive at site 0 only from site 1, while particle 1 can arrive at site 1 from site 0 or site 2:

(P_G D[φ])(0, 1) = D[φ](1, 0) + D[φ](1, 2) = −1 − 1 = −2.

With φ_0 divided by √2 and the factor 1/√2! included, the initial state is normalised and its amplitude at (0, 1) is 1/2. Propagation turns this amplitude into −1. The factor −2 is unchanged, and the propagated state has norm 2 because this G is not unitary.

## One particle, or none

For N = 1 the determinant is the orbital itself, and the claim reduces to the definition of the matrix-vector product Gφ. For N = 0 there is one empty configuration, the empty product and the empty determinant are both 1, and the claim reads 1 = 1.

## Sites, particles and wavefunctions in Lean

The type `ι` labels both particles and orbitals, so their numbers agree and the matrix in the determinant is square. `X` is the set of sites and `R` the ring of amplitudes.

```lean
import Mathlib

open Matrix

namespace SlaterPropagation

variable {ι X R : Type*} [Fintype ι] [DecidableEq ι] [Fintype X] [CommRing R]
```

A configuration is a function `x : ι → X`, and `φ j (x i)` is the value of orbital j at the position of particle i. The definition leaves out 1/√N! and does not ask for orthonormal orbitals.

```lean
/-- The unnormalised Slater determinant `det (φ_j (x_i))` of the orbitals `φ_j`,
evaluated at the particle configuration `x`. -/
def slater (φ : ι → X → R) (x : ι → X) : R :=
  Matrix.det (Matrix.of fun i j => φ j (x i))
```

The definition of `propagate` is P_G. Its first matrix index is the final site and its second the initial site, and every particle has the same G.

```lean
/-- The action of a one-body propagator `G` on a many-particle wavefunction `Ψ`:
every particle `i` moves from `y i` to `x i` with its own amplitude `G (x i) (y i)`. -/
def propagate (G : Matrix X X R) (Ψ : (ι → X) → R) (x : ι → X) : R :=
  ∑ y : ι → X, (∏ i, G (x i) (y i)) * Ψ y
```

This is a product of one-particle amplitudes, as for the exponential of a one-body Hamiltonian. It is not the action of the Hamiltonian itself, which is a sum of one-particle terms. The matrix G is arbitrary here: no exponential is constructed, no interaction acts between the particles, and continuous space is not treated.

Antisymmetry is stated for all permutations at once. The sign is an integer, which the code converts into an element of `R`.

```lean
/-- A wavefunction is antisymmetric if permuting the particles multiplies it by the
sign of the permutation. -/
def IsAntisymmetric (Ψ : (ι → X) → R) : Prop :=
  ∀ (σ : Equiv.Perm ι) (y : ι → X), Ψ (y ∘ σ) = ((Equiv.Perm.sign σ : ℤ) : R) * Ψ y
```

## Expansion and propagation of a product

The first lemma is the signed expansion used above. Mathlib's determinant formula permutes the row index, so the proof transposes the matrix first; the permutation then falls on the orbitals, as in φ_σ(i)(x_i).

```lean
omit [Fintype X] in
/-- A Slater determinant is the signed sum of Hartree products over all one-to-one assignments of
orbitals to particles. -/
theorem slater_expand (φ : ι → X → R) (x : ι → X) :
    slater φ x = ∑ σ : Equiv.Perm ι,
      ((Equiv.Perm.sign σ : ℤ) : R) * ∏ i, φ (σ i) (x i) := by
  rw [slater, ← Matrix.det_transpose, Matrix.det_apply']
  rfl
```

For a Hartree product, `G *ᵥ f i` is the matrix-vector product G f_i. The proof merges the two products over particles into one, and `Fintype.prod_sum`, read from right to left, turns the sum over configurations into a product of one-particle sums.

```lean
/-- A one-body propagator acts on a Hartree product by propagating each orbital
separately. -/
theorem propagate_hartree (G : Matrix X X R) (f : ι → X → R) (x : ι → X) :
    propagate G (fun y => ∏ i, f i (y i)) x = ∏ i, (G *ᵥ f i) (x i) := by
  simp only [propagate, Matrix.mulVec, dotProduct, ← Finset.prod_mul_distrib]
  -- a product of one-particle sums is a sum over all configurations
  exact (Fintype.prod_sum (fun i y => G (x i) y * f i y)).symm
```

## The determinant of the propagated orbitals

The main theorem is an equality of functions, so it holds at every configuration x. It has no hypothesis on G or on the orbitals beyond their types.

The first step of the `calc` block is linearity: it expands the determinant, exchanges the sums over configurations and permutations with `Finset.sum_comm`, and moves the sign to the front. The second step applies the Hartree-product lemma to each term and recognises the expansion of the new determinant.

```lean
/-- One-body propagators map Slater determinants to Slater determinants: the result is
the Slater determinant of the propagated orbitals `G φ_j`. -/
theorem propagate_slater (G : Matrix X X R) (φ : ι → X → R) :
    propagate G (slater φ) = slater (fun j => G *ᵥ φ j) := by
  funext x
  calc propagate G (slater φ) x
      = ∑ σ : Equiv.Perm ι, ((Equiv.Perm.sign σ : ℤ) : R) *
          propagate G (fun y => ∏ i, φ (σ i) (y i)) x := by
        -- linearity: propagate each Hartree product of the expansion
        simp only [propagate, slater_expand, Finset.mul_sum]
        rw [Finset.sum_comm]
        exact Finset.sum_congr rfl fun σ _ =>
          Finset.sum_congr rfl fun y _ => mul_left_comm _ _ _
    _ = slater (fun j => G *ᵥ φ j) x := by
        simp only [propagate_hartree, slater_expand]
```

For non-interacting fermions on a finite lattice, this replaces a sum over |X|^N configurations by N matrix-vector products and, where an amplitude is wanted, one N × N determinant.

## Composition and antisymmetry for general wavefunctions

The next theorem says that P_GH = P_G P_H on every wavefunction, with no symmetry assumed. The simplifier expands each entry of `G * H` and converts the product of sums into a sum over intermediate configurations z. What remains is to exchange the sums over y and z.

```lean
/-- Propagating any many-particle wavefunction with `H` and then with `G` is the same as
propagating it once with the matrix product `G * H`. -/
theorem propagate_mul (G H : Matrix X X R) (Ψ : (ι → X) → R) :
    propagate (G * H) Ψ = propagate G (propagate H Ψ) := by
  funext x
  simp only [propagate, Matrix.mul_apply, Fintype.prod_sum, Finset.prod_mul_distrib,
    Finset.sum_mul, Finset.mul_sum]
  rw [Finset.sum_comm]
  exact Finset.sum_congr rfl fun z _ => Finset.sum_congr rfl fun y _ => mul_assoc _ _ _
```

The antisymmetry theorem takes `hΨ`, the antisymmetry of the initial wavefunction, as its hypothesis. `Equiv.sum_comp` performs the substitution y = z∘σ, `Equiv.prod_comp` reorders the factors, and `hΨ` gives the sign.

```lean
/-- A one-body propagator keeps every antisymmetric wavefunction antisymmetric. -/
theorem propagate_antisymmetric (G : Matrix X X R) {Ψ : (ι → X) → R}
    (hΨ : IsAntisymmetric Ψ) : IsAntisymmetric (propagate G Ψ) := by
  intro σ x
  calc propagate G Ψ (x ∘ σ)
      = ∑ z : ι → X, (∏ i, G (x (σ i)) (z (σ i))) * Ψ (z ∘ σ) :=
        -- relabel the particles in the summed configuration
        (Equiv.sum_comp (σ.symm.arrowCongr (Equiv.refl X))
          (fun y : ι → X => (∏ i, G (x (σ i)) (y i)) * Ψ y)).symm
    _ = ((Equiv.Perm.sign σ : ℤ) : R) * propagate G Ψ x := by
        rw [propagate, Finset.mul_sum]
        refine Finset.sum_congr rfl fun z _ => ?_
        rw [Equiv.prod_comp σ (fun i => G (x i) (z i)), hΨ σ z, mul_left_comm]
```

## An ordered list of time slices

In the list `L`, the head is the leftmost matrix and acts last. `L.foldr propagate` applies the slices from the end of the list towards the head, which matches the order of factors in `L.prod`. The slices may all be different, as they are when an auxiliary field changes from one slice to the next.

The proof is by induction on the list. With no slices, the product is the identity matrix and the orbitals are unchanged. Adding a slice at the head uses the main theorem once and combines two successive matrix-vector products into one.

```lean
/-- A sequence of time slices, each with its own one-body propagator, maps a Slater
determinant to the one whose orbitals are propagated by the ordered matrix product. -/
theorem propagate_slices [DecidableEq X] (L : List (Matrix X X R)) (φ : ι → X → R) :
    L.foldr propagate (slater φ) = slater (fun j => L.prod *ᵥ φ j) := by
  induction L with
  | nil => simp only [List.foldr_nil, List.prod_nil, Matrix.one_mulVec]
  | cons G L ih =>
    simp only [List.foldr_cons, List.prod_cons, ih, propagate_slater, Matrix.mulVec_mulVec]
```

## Mixing the occupied orbitals

The coefficient `C k j` is the weight of the old orbital k in the new orbital j, so the columns of C describe the new orbitals. The local statement `h` is the factorisation into AC found above, and `Matrix.det_mul` then gives the factor det C. In particular, a mixing with determinant 1 leaves the wavefunction unchanged.

```lean
omit [Fintype X] in
/-- Mixing the orbitals among themselves with a square coefficient matrix `C` multiplies
the Slater determinant by `det C`. -/
theorem slater_mix (C : Matrix ι ι R) (φ : ι → X → R) :
    slater (fun j => ∑ k, C k j • φ k) = C.det • slater φ := by
  funext x
  have h : (Matrix.of fun i j => (∑ k, C k j • φ k) (x i))
      = (Matrix.of fun i j => φ j (x i)) * C := by
    ext i j
    simp [Matrix.mul_apply, Finset.sum_apply, mul_comm]
  change Matrix.det (Matrix.of fun i j => (∑ k, C k j • φ k) (x i))
    = C.det * Matrix.det (Matrix.of fun i j => φ j (x i))
  rw [h, Matrix.det_mul, mul_comm]
```

The next theorem assumes that G maps each occupied orbital into the span of the occupied orbitals, with coefficients C. Physically, this means that the occupied space is closed under one-body propagation, as it is when it is spanned by eigenvectors of G. The proof chains the main theorem, this assumption and the mixing rule.

```lean
/-- If the propagator `G` only mixes the occupied orbitals among themselves, with
coefficients `C`, then it multiplies their Slater determinant by `det C`. -/
theorem propagate_slater_invariant (G : Matrix X X R) (C : Matrix ι ι R) (φ : ι → X → R)
    (h : ∀ j, G *ᵥ φ j = ∑ k, C k j • φ k) :
    propagate G (slater φ) = C.det • slater φ := by
  simp only [propagate_slater, h, slater_mix]
```

The three-site chain supplies a concrete case with integer amplitudes. The first part of the statement verifies the mixing relation for both orbitals, and `decide` settles it by computation. The second part evaluates the determinant at the configuration `![0, 1]` and finds 1, so the invariant state is not the zero function. Together with the preceding theorem, this gives the factor −2 computed earlier. The hopping matrix itself plays the role of G here, so each application moves both particles by one site.

```lean
/-- On a three-site chain with nearest-neighbour hopping, the orbitals `(1,0,1)` and
`(0,1,0)` are mixed among themselves, and their Slater determinant is 1 when the two
particles sit on the first two sites. -/
theorem propagate_slater_invariant_witness :
    (∀ j : Fin 2, (!![0, 1, 0; 1, 0, 1; 0, 1, 0] : Matrix (Fin 3) (Fin 3) ℤ) *ᵥ
        (![![1, 0, 1], ![0, 1, 0]] : Fin 2 → Fin 3 → ℤ) j
      = ∑ k, (!![0, 1; 2, 0] : Matrix (Fin 2) (Fin 2) ℤ) k j •
        (![![1, 0, 1], ![0, 1, 0]] : Fin 2 → Fin 3 → ℤ) k) ∧
    slater (![![1, 0, 1], ![0, 1, 0]] : Fin 2 → Fin 3 → ℤ) ![0, 1] = 1 := by
  constructor
  · decide
  · simp [slater, Matrix.det_fin_two]

end SlaterPropagation
```

```lean
#print axioms SlaterPropagation.propagate_slater
#print axioms SlaterPropagation.propagate_antisymmetric
#print axioms SlaterPropagation.propagate_slices
#print axioms SlaterPropagation.propagate_slater_invariant
```

```
'SlaterPropagation.propagate_slater' depends on axioms: [propext, Classical.choice, Quot.sound]
'SlaterPropagation.propagate_antisymmetric' depends on axioms: [propext, Classical.choice, Quot.sound]
'SlaterPropagation.propagate_slices' depends on axioms: [propext, Classical.choice, Quot.sound]
'SlaterPropagation.propagate_slater_invariant' depends on axioms: [propext, Classical.choice, Quot.sound]
```
